# A lower bound on the linear method's energy gain from the force norm and the spectral width

Take a two-level system with the real symmetric Hamiltonian

H = [[0, 2], [2, 3]],

whose levels are −1 and 4. Let the current state be ψ = (1, 0), with energy E = 0, and let the only allowed change be along (0, 1). Then Hψ = (0, 2), and its part along the allowed direction is g = (0, 2), of norm r = 2. Step against g with length 1/(4 − E) = 1/4:

ψ − g/4 = (1, −1/2), H(1, −1/2) = (−1, 1/2) = −1 · (1, −1/2).

The step lands on the ground state, and the energy falls by 1 = r²/(4 − E). Dividing by the full spectral width 5 instead gives 0.8, a weaker bound that needs no knowledge of E.

In general, let H be Hermitian on a finite-dimensional space with all levels in [E0, Emax], ψ a unit vector of energy E, and T a subspace orthogonal to ψ. If the projection g of Hψ onto T has norm r > 0, the lowest energy in span(ψ) + T is at most E − r²/(Emax − E0). In variational Monte Carlo, T is spanned by the parameter derivatives of the wave function with their ψ component removed. The result bounds the gain of the linear eigenvalue problem with exact expectation values, before sampling noise and before the solution is turned into new nonlinear parameters. For electrons in continuous space H has no highest level; the result then applies to H projected onto the finite-dimensional space span(ψ) + T, with E0 and Emax the extreme eigenvalues of this projected operator.

## Energy, levels and trial space

The scalars `𝕜` are real or complex, and `V` is the state space.

In Lean 4 with Mathlib:

```lean
import Mathlib

noncomputable section

namespace LinearMethodLowering

variable {𝕜 V : Type*} [RCLike 𝕜] [NormedAddCommGroup V] [InnerProductSpace 𝕜 V]
  [FiniteDimensional 𝕜 V]
```

Write ε(x) = Re⟨x, Hx⟩. This is the energy when ‖x‖ = 1; for other nonzero x the Rayleigh quotient is ε(x)/‖x‖².

```lean
/-- The quadratic form `Re ⟨x, H x⟩`, which is the energy of `x` when `x` is a unit vector. -/
def energy (H : V →ₗ[𝕜] V) (x : V) : ℝ := RCLike.re (inner 𝕜 x (H x))
```

The levels are the real eigenvalues. Below, `Emax ∈ upperBounds (levels H)` says that no level exceeds Emax, and `lowerBounds` does the same for E0. The extreme eigenvalues are the tightest choice.

```lean
/-- The energy levels of `H`: its real eigenvalues. -/
def levels (H : V →ₗ[𝕜] V) : Set ℝ := {μ | Module.End.HasEigenvalue H (μ : 𝕜)}
```

The linear method varies over unit vectors in span(ψ) + T.

```lean
/-- The normalised trial states of the linear method: unit vectors in the span of the current
state `ψ` and the tangent space `T`. -/
def trialStates (ψ : V) (T : Submodule 𝕜 V) : Set V :=
  {x | x ∈ Submodule.span 𝕜 {ψ} ⊔ T ∧ ‖x‖ = 1}
```

Its energy E_lin is the infimum of ε over these vectors.

```lean
/-- The linear-method energy: the infimum of the energy over the normalised trial states. -/
def linearEnergy (H : V →ₗ[𝕜] V) (ψ : V) (T : Submodule 𝕜 V) : ℝ :=
  sInf (energy H '' trialStates ψ T)
```

The force g is the orthogonal projection of Hψ onto T. For real wave functions, stochastic reconfiguration moves the state, to first order, along −g. The norm of g is not the norm of the parameter gradient ∇E. For a real wave function with linearly independent derivatives ψ_i, their ψ component removed, and overlaps S_ij = ⟨ψ_i, ψ_j⟩, it is given by r² = ¼ ∇Eᵀ S⁻¹ ∇E.

```lean
/-- The force vector: the orthogonal projection of `H ψ` onto the tangent space `T`. -/
def force (H : V →ₗ[𝕜] V) (ψ : V) (T : Submodule 𝕜 V) : V := T.starProjection (H ψ)
```

## Expanding and bounding the energy

For real a and b, Hermiticity makes the two cross terms equal in their real parts:

ε(ax + by) = a² ε(x) + 2ab Re⟨y, Hx⟩ + b² ε(y).

The hypothesis `H.IsSymmetric` is ⟨Hx, y⟩ = ⟨x, Hy⟩.

```lean
omit [FiniteDimensional 𝕜 V] in
/-- The energy form of a real combination of two states, for Hermitian `H`. -/
theorem energy_comb {H : V →ₗ[𝕜] V} (hH : H.IsSymmetric) (x y : V) (a b : ℝ) :
    energy H ((a : 𝕜) • x + (b : 𝕜) • y) =
      a ^ 2 * energy H x + 2 * a * b * RCLike.re (inner 𝕜 y (H x)) + b ^ 2 * energy H y := by
  have h : RCLike.re (inner 𝕜 x (H y)) = RCLike.re (inner 𝕜 y (H x)) := by
    rw [← hH x y, inner_re_symm]
  simp only [energy, map_add, map_smul, inner_add_left, inner_add_right, inner_smul_left,
    inner_smul_right, RCLike.conj_ofReal, RCLike.re_ofReal_mul]
  rw [h]
  ring
```

In an orthonormal eigenbasis b_i with levels μ_i,

ε(x) = Σ_i μ_i |⟨b_i, x⟩|², ‖x‖² = Σ_i |⟨b_i, x⟩|²,

so E0‖x‖² ≤ ε(x) ≤ Emax‖x‖². Both sums come from `key`, used once with the eigenvalues and once with every weight equal to 1.

```lean
/-- For Hermitian `H`, bounds `E0` and `Emax` on the levels also bound the energy form. -/
theorem energy_bounds {H : V →ₗ[𝕜] V} (hH : H.IsSymmetric) (x : V) :
    (∀ E0 ∈ lowerBounds (levels H), E0 * ‖x‖ ^ 2 ≤ energy H x) ∧
    (∀ Emax ∈ upperBounds (levels H), energy H x ≤ Emax * ‖x‖ ^ 2) := by
  have hn : Module.finrank 𝕜 V = Module.finrank 𝕜 V := rfl
  obtain ⟨b, hb⟩ : ∃ b : OrthonormalBasis (Fin (Module.finrank 𝕜 V)) 𝕜 V,
      ∀ i, H (b i) = (hH.eigenvalues hn i : 𝕜) • b i :=
    ⟨hH.eigenvectorBasis hn, hH.apply_eigenvectorBasis hn⟩
  -- expansion in the eigenbasis, used for `H x` and for `x` itself
  have key : ∀ (y : V) (μ : Fin (Module.finrank 𝕜 V) → ℝ),
      (∀ i, inner 𝕜 (b i) y = (μ i : 𝕜) * inner 𝕜 (b i) x) →
      RCLike.re (inner 𝕜 x y) = ∑ i, μ i * ‖inner 𝕜 (b i) x‖ ^ 2 := by
    intro y μ h
    rw [← b.sum_inner_mul_inner x y, map_sum]
    refine Finset.sum_congr rfl fun i _ => ?_
    rw [h i, mul_left_comm, RCLike.re_ofReal_mul, ← inner_conj_symm x (b i), RCLike.conj_mul,
      ← RCLike.ofReal_pow, RCLike.ofReal_re]
  have hE : energy H x = ∑ i, hH.eigenvalues hn i * ‖inner 𝕜 (b i) x‖ ^ 2 :=
    key (H x) _ fun i => by rw [← hH (b i) x, hb, inner_smul_left, RCLike.conj_ofReal]
  have hN : ‖x‖ ^ 2 = ∑ i, ‖inner 𝕜 (b i) x‖ ^ 2 := by
    have h := key x (fun _ => 1) (by simp)
    simpa only [one_mul, inner_self_eq_norm_sq] using h
  have hl : ∀ i, hH.eigenvalues hn i ∈ levels H := fun i => hH.hasEigenvalue_eigenvalues hn i
  rw [hE, hN]
  constructor
  · intro E0 h0
    rw [Finset.mul_sum]
    exact Finset.sum_le_sum fun i _ => mul_le_mul_of_nonneg_right (h0 (hl i)) (sq_nonneg _)
  · intro Emax h1
    rw [Finset.mul_sum]
    exact Finset.sum_le_sum fun i _ => mul_le_mul_of_nonneg_right (h1 (hl i)) (sq_nonneg _)
```

## The minimum is attained

The trial states form the intersection of the unit sphere with a closed subspace. This set is compact and contains ψ, and ε is continuous, so some trial state has energy E_lin.

```lean
/-- For a unit vector `ψ` the linear-method energy is attained by a normalised trial state. -/
theorem linearEnergy_isLeast (H : V →ₗ[𝕜] V) {ψ : V} (T : Submodule 𝕜 V) (hψ : ‖ψ‖ = 1) :
    IsLeast (energy H '' trialStates ψ T) (linearEnergy H ψ T) := by
  have : ProperSpace V := FiniteDimensional.proper_rclike 𝕜 V
  have hs : trialStates ψ T =
      Metric.sphere (0 : V) 1 ∩ ((Submodule.span 𝕜 {ψ} ⊔ T : Submodule 𝕜 V) : Set V) := by
    ext x
    rw [Set.mem_inter_iff, mem_sphere_zero_iff_norm]
    exact and_comm
  have hc : IsCompact (trialStates ψ T) := by
    rw [hs]
    exact (isCompact_sphere (0 : V) 1).inter_right (Submodule.closed_of_finiteDimensional _)
  have hcont : Continuous (energy H) :=
    RCLike.continuous_re.comp
      (continuous_inner.comp (continuous_id.prodMk H.continuous_of_finiteDimensional))
  exact (hc.image hcont).isLeast_sInf
    ⟨_, ψ, ⟨Submodule.mem_sup_left (Submodule.mem_span_singleton_self ψ), hψ⟩, rfl⟩
```

For nonzero x in the trial space, x/‖x‖ is a trial state of energy ε(x)/‖x‖². Hence

E_lin ‖x‖² ≤ ε(x),

and for x = 0 both sides vanish.

```lean
/-- Variational principle in the trial space of a unit vector `ψ`, for vectors of any norm. -/
theorem linearEnergy_le (H : V →ₗ[𝕜] V) {ψ : V} (T : Submodule 𝕜 V) (hψ : ‖ψ‖ = 1) {x : V}
    (hx : x ∈ Submodule.span 𝕜 {ψ} ⊔ T) : linearEnergy H ψ T * ‖x‖ ^ 2 ≤ energy H x := by
  by_cases h0 : x = 0
  · simp [h0, energy]
  have hp : 0 < ‖x‖ := norm_pos_iff.2 h0
  have hu : ‖((‖x‖⁻¹ : ℝ) : 𝕜) • x‖ = 1 := by
    rw [norm_smul, RCLike.norm_ofReal, abs_of_pos (inv_pos.2 hp), inv_mul_cancel₀ hp.ne']
  have he : energy H (((‖x‖⁻¹ : ℝ) : 𝕜) • x) = ‖x‖⁻¹ ^ 2 * energy H x := by
    simp only [energy, map_smul, inner_smul_left, inner_smul_right, RCLike.conj_ofReal,
      RCLike.re_ofReal_mul]
    ring
  have h := (linearEnergy_isLeast H T hψ).2 ⟨_, ⟨Submodule.smul_mem _ _ hx, hu⟩, rfl⟩
  rw [he] at h
  calc linearEnergy H ψ T * ‖x‖ ^ 2 ≤ (‖x‖⁻¹ ^ 2 * energy H x) * ‖x‖ ^ 2 :=
        mul_le_mul_of_nonneg_right h (sq_nonneg _)
    _ = energy H x := by field_simp
```

## One reconfiguration step

Let ψ be a unit vector of energy E orthogonal to T, and let r = ‖g‖ > 0. Since Hψ − g is orthogonal to T, Re⟨g, Hψ⟩ = r². Since ψ is orthogonal to g, ‖aψ + bg‖² = a² + b²r². Applying the upper bound to cψ + g gives, for every real c,

0 ≤ c²(Emax − E) − 2cr² + Emax r² − ε(g).

This is `hpos`. If Emax ≤ E, the right side would be negative for large c, so E < Emax. Now set τ = 1/(Emax − E) and c = τr², which gives `hK`:

ε(g) ≤ Emax r² − τr⁴.

For φ = ψ − τg, the expansion and τ(Emax − E) = 1 yield

ε(φ) = E − 2τr² + τ²ε(g)
 ≤ E − 2τr² + τ²Emax r² − τ³r⁴
 = (E − τr²)(1 + τ²r²)
 = (E − τr²)‖φ‖².

The Rayleigh quotient of φ is therefore at most E − r²/(Emax − E). The last `linear_combination` carries out this algebra.

```lean
/-- Let `H` be Hermitian with no level above `Emax`, `ψ` a unit vector of energy `E` orthogonal
to `T`, and the force `g` nonzero. Then `E < Emax`, and the stochastic-reconfiguration step
`ψ - g / (Emax - E)` has Rayleigh quotient at most `E - ‖g‖² / (Emax - E)`. -/
theorem reconfiguration_step {H : V →ₗ[𝕜] V} (hH : H.IsSymmetric) {Emax : ℝ}
    (hmax : Emax ∈ upperBounds (levels H)) {ψ : V} {T : Submodule 𝕜 V} (hψ : ‖ψ‖ = 1)
    (hT : ∀ x ∈ T, inner 𝕜 ψ x = 0) (hg : force H ψ T ≠ 0) :
    energy H ψ < Emax ∧
    energy H (ψ - ((1 / (Emax - energy H ψ) : ℝ) : 𝕜) • force H ψ T) ≤
      (energy H ψ - ‖force H ψ T‖ ^ 2 / (Emax - energy H ψ)) *
        ‖ψ - ((1 / (Emax - energy H ψ) : ℝ) : 𝕜) • force H ψ T‖ ^ 2 := by
  have hgT : force H ψ T ∈ T := Submodule.starProjection_apply_mem T (H ψ)
  have hgH : RCLike.re (inner 𝕜 (force H ψ T) (H ψ)) = ‖force H ψ T‖ ^ 2 := by
    have h : inner 𝕜 (H ψ - force H ψ T) (force H ψ T) = 0 :=
      Submodule.starProjection_inner_eq_zero (H ψ) _ hgT
    rw [inner_sub_left] at h
    rw [inner_re_symm, sub_eq_zero.1 h, inner_self_eq_norm_sq]
  set g := force H ψ T
  have hgψ : RCLike.re (inner 𝕜 g ψ) = 0 := by rw [inner_re_symm, hT g hgT, map_zero]
  have hN : ∀ a b : ℝ, ‖(a : 𝕜) • ψ + (b : 𝕜) • g‖ ^ 2 = a ^ 2 + b ^ 2 * ‖g‖ ^ 2 := by
    intro a b
    have h := energy_comb (H := (LinearMap.id : V →ₗ[𝕜] V)) (fun _ _ => rfl) ψ g a b
    simp only [energy, LinearMap.id_apply, inner_self_eq_norm_sq, hgψ, hψ] at h
    rw [h]
    ring
  have hR : 0 < ‖g‖ ^ 2 := pow_pos (norm_pos_iff.2 hg) 2
  -- positivity of `Emax - H` on the plane of `ψ` and `g`
  have hpos : ∀ c : ℝ, 0 ≤ c ^ 2 * (Emax - energy H ψ) - 2 * c * ‖g‖ ^ 2
      + (Emax * ‖g‖ ^ 2 - energy H g) := by
    intro c
    have h := (energy_bounds hH ((c : 𝕜) • ψ + ((1 : ℝ) : 𝕜) • g)).2 Emax hmax
    rw [energy_comb hH, hN, hgH] at h
    linarith
  have hd : energy H ψ < Emax := by
    by_contra hcon
    have h := hpos ((Emax * ‖g‖ ^ 2 - energy H g + 1) / (2 * ‖g‖ ^ 2))
    have hc : 2 * ((Emax * ‖g‖ ^ 2 - energy H g + 1) / (2 * ‖g‖ ^ 2)) * ‖g‖ ^ 2
        = Emax * ‖g‖ ^ 2 - energy H g + 1 := by
      field_simp
    have h2 := mul_nonneg (sq_nonneg ((Emax * ‖g‖ ^ 2 - energy H g + 1) / (2 * ‖g‖ ^ 2)))
      (sub_nonneg.2 (not_lt.1 hcon))
    linarith
  refine ⟨hd, ?_⟩
  obtain ⟨τ, hτ⟩ : ∃ τ : ℝ, τ = 1 / (Emax - energy H ψ) := ⟨_, rfl⟩
  have hτd : τ * (Emax - energy H ψ) = 1 := by
    rw [hτ]
    exact one_div_mul_cancel (sub_pos.2 hd).ne'
  have hφ : ψ - (τ : 𝕜) • g = ((1 : ℝ) : 𝕜) • ψ + ((-τ : ℝ) : 𝕜) • g := by
    simp [sub_eq_add_neg]
  rw [div_eq_mul_one_div (‖g‖ ^ 2), ← hτ, hφ, energy_comb hH, hN, hgH]
  -- the choice `c = τ ‖g‖²` bounds the energy form at the force vector
  have hK : 0 ≤ Emax * ‖g‖ ^ 2 - energy H g - (‖g‖ ^ 2) ^ 2 * τ := by
    have h := hpos (‖g‖ ^ 2 * τ)
    linear_combination h + (‖g‖ ^ 2) ^ 2 * τ * hτd
  have hfin := mul_nonneg (sq_nonneg τ) hK
  linear_combination hfin + ‖g‖ ^ 2 * τ * hτd
```

## From the step to the linear method

The step φ lies in the trial space and is nonzero: otherwise ψ would lie in T and be orthogonal to itself. So E_lin‖φ‖² ≤ ε(φ) ≤ (E − τr²)‖φ‖², and dividing by ‖φ‖² and rearranging gives

r² ≤ (Emax − E)(E − E_lin).

If r = 0, this holds because both factors on the right are nonnegative. The two-level system above gives equality, 4 = 4 · 1.

```lean
/-- For Hermitian `H` with no level above `Emax` and a unit vector `ψ` of energy `E` orthogonal to
`T`, the squared force is at most `Emax - E` times the energy lowering of the linear method. -/
theorem sq_force_le {H : V →ₗ[𝕜] V} (hH : H.IsSymmetric) {Emax : ℝ}
    (hmax : Emax ∈ upperBounds (levels H)) {ψ : V} {T : Submodule 𝕜 V} (hψ : ‖ψ‖ = 1)
    (hT : ∀ x ∈ T, inner 𝕜 ψ x = 0) :
    ‖force H ψ T‖ ^ 2 ≤ (Emax - energy H ψ) * (energy H ψ - linearEnergy H ψ T) := by
  have hmem : ψ ∈ Submodule.span 𝕜 {ψ} ⊔ T :=
    Submodule.mem_sup_left (Submodule.mem_span_singleton_self ψ)
  by_cases hg : force H ψ T = 0
  · have h1 := linearEnergy_le H T hψ hmem
    have h2 := (energy_bounds hH ψ).2 Emax hmax
    rw [hψ, one_pow, mul_one] at h1 h2
    rw [hg, norm_zero, zero_pow two_ne_zero]
    exact mul_nonneg (sub_nonneg.2 h2) (sub_nonneg.2 h1)
  obtain ⟨hd, hs⟩ := reconfiguration_step hH hmax hψ hT hg
  have hgT : ((1 / (Emax - energy H ψ) : ℝ) : 𝕜) • force H ψ T ∈ T :=
    T.smul_mem _ (Submodule.starProjection_apply_mem T (H ψ))
  have hl := linearEnergy_le H T hψ (Submodule.sub_mem _ hmem (Submodule.mem_sup_right hgT))
  -- the step cannot annihilate `ψ`, which is orthogonal to `T`
  have hne : ψ - ((1 / (Emax - energy H ψ) : ℝ) : 𝕜) • force H ψ T ≠ 0 := by
    intro h
    have hψT : ψ ∈ T := by
      rw [sub_eq_zero.1 h]
      exact hgT
    have h0 : ψ = 0 := inner_self_eq_zero.1 (hT ψ hψT)
    rw [h0, norm_zero] at hψ
    exact zero_ne_one hψ
  have h := le_of_mul_le_mul_right (hl.trans hs) (pow_pos (norm_pos_iff.2 hne) 2)
  have h' : ‖force H ψ T‖ ^ 2 / (Emax - energy H ψ) ≤ energy H ψ - linearEnergy H ψ T := by
    linarith
  rw [mul_comm]
  exact (div_le_iff₀ (sub_pos.2 hd)).1 h'
```

Because E ≥ E0 and E ≥ E_lin, the first factor may be enlarged to Emax − E0. When g ≠ 0 we have E0 ≤ E < Emax, so division is allowed:

E_lin ≤ E − r²/(Emax − E0).

```lean
/-- Guaranteed lowering: let `H` be Hermitian with all levels between `E0` and `Emax`, and `ψ` a
unit vector of energy `E` orthogonal to `T`. If the force `g` is nonzero, then `E0 < Emax` and
the linear-method energy is at most `E - ‖g‖² / (Emax - E0)`. -/
theorem linear_method_lowering {H : V →ₗ[𝕜] V} (hH : H.IsSymmetric) {E0 Emax : ℝ}
    (hmin : E0 ∈ lowerBounds (levels H)) (hmax : Emax ∈ upperBounds (levels H))
    {ψ : V} {T : Submodule 𝕜 V} (hψ : ‖ψ‖ = 1) (hT : ∀ x ∈ T, inner 𝕜 ψ x = 0)
    (hg : force H ψ T ≠ 0) :
    E0 < Emax ∧
      linearEnergy H ψ T ≤ energy H ψ - ‖force H ψ T‖ ^ 2 / (Emax - E0) := by
  have h0 := (energy_bounds hH ψ).1 E0 hmin
  have h1 := linearEnergy_le H T hψ
    (Submodule.mem_sup_left (Submodule.mem_span_singleton_self ψ))
  rw [hψ, one_pow, mul_one] at h0 h1
  have hlt : E0 < Emax := h0.trans_lt (reconfiguration_step hH hmax hψ hT hg).1
  refine ⟨hlt, ?_⟩
  have h : ‖force H ψ T‖ ^ 2 / (Emax - E0) ≤ energy H ψ - linearEnergy H ψ T := by
    rw [div_le_iff₀ (sub_pos.2 hlt)]
    nlinarith [sq_force_le hH hmax hψ hT, mul_nonneg (sub_nonneg.2 h0) (sub_nonneg.2 h1)]
  linarith
```

The bound fails if T may be any subspace. Add 10 to the two-level Hamiltonian and let T be the whole plane. Then E = 10, the levels are 9 and 14, and the force is (10, 2), with r² = 104. The formula would promise an energy of at most 10 − 104/5 = −10.8, below the ground state at 9. The component of Hψ along ψ is Eψ: it shifts with the zero of energy, and a step along it only rescales ψ.

The size of Emax matters too: if a basis is enlarged and Emax grows, the gain that this formula guarantees for a given force shrinks. The extreme eigenvalues of H projected onto span(ψ) + T never give a weaker bound.

## Forces along repeated steps

Keep H, E0 and Emax the same at every step, and let ψ_k be unit vectors, each orthogonal to its own T_k, with force norms r_k. Assume that each new state does at least as well as the preceding linear problem, ε(ψ_{k+1}) ≤ E_lin,k. Normalised minimisers satisfy this; a nonlinear parameter update need not. Then

r_k² ≤ (Emax − E0)(ε(ψ_k) − ε(ψ_{k+1})).

Summing over k = 0, …, n − 1 telescopes the right side, and ε(ψ_n) ≥ E0 gives

Σ_{k<n} r_k² ≤ (Emax − E0)(ε(ψ_0) − E0).

The induction `tele` is the telescoping. As the bound is independent of n, the forces tend to zero, but the energies may still converge to a value above the lowest level. For example, if ψ_0 and every T_k lie in a symmetry sector that contains no ground state, the minimisers never leave that sector.

```lean
/-- Let `H` be Hermitian with all levels between `E0` and `Emax`, and let unit vectors `ψ k`,
orthogonal to `T k`, be such that the energy of `ψ (k + 1)` is at most the linear-method energy for
`ψ k` and `T k`. Then the squared forces of any number of steps sum to at most `(Emax - E0)` times
the initial energy above `E0`. -/
theorem sum_sq_force_le {H : V →ₗ[𝕜] V} (hH : H.IsSymmetric) {E0 Emax : ℝ}
    (hmin : E0 ∈ lowerBounds (levels H)) (hmax : Emax ∈ upperBounds (levels H))
    {ψ : ℕ → V} {T : ℕ → Submodule 𝕜 V} (hψ : ∀ k, ‖ψ k‖ = 1)
    (hT : ∀ k, ∀ x ∈ T k, inner 𝕜 (ψ k) x = 0)
    (hstep : ∀ k, energy H (ψ (k + 1)) ≤ linearEnergy H (ψ k) (T k)) (n : ℕ) :
    ∑ k ∈ Finset.range n, ‖force H (ψ k) (T k)‖ ^ 2 ≤
      (Emax - E0) * (energy H (ψ 0) - E0) := by
  have h0 : ∀ k, E0 ≤ energy H (ψ k) := fun k => by
    simpa only [hψ k, one_pow, mul_one] using (energy_bounds hH (ψ k)).1 E0 hmin
  have h1 : ∀ k, energy H (ψ k) ≤ Emax := fun k => by
    simpa only [hψ k, one_pow, mul_one] using (energy_bounds hH (ψ k)).2 Emax hmax
  -- the energy lowerings telescope
  have tele : ∑ k ∈ Finset.range n, ‖force H (ψ k) (T k)‖ ^ 2 ≤
      (Emax - E0) * (energy H (ψ 0) - energy H (ψ n)) := by
    induction n with
    | zero => simp
    | succ n ih =>
      rw [Finset.sum_range_succ]
      have hl := linearEnergy_le H (T n) (hψ n)
        (Submodule.mem_sup_left (Submodule.mem_span_singleton_self (ψ n)))
      rw [hψ n, one_pow, mul_one] at hl
      have ha := mul_nonneg (sub_nonneg.2 (h0 n)) (sub_nonneg.2 hl)
      have hb := mul_nonneg (sub_nonneg.2 ((h0 n).trans (h1 n))) (sub_nonneg.2 (hstep n))
      linarith [sq_force_le hH hmax (hψ n) (hT n)]
  exact tele.trans (mul_le_mul_of_nonneg_left (by linarith [h0 n])
    (sub_nonneg.2 ((h0 0).trans (h1 0))))

end LinearMethodLowering
```

```lean
#print axioms LinearMethodLowering.linear_method_lowering
-- 'LinearMethodLowering.linear_method_lowering' depends on axioms: [propext, Classical.choice, Quot.sound]
#print axioms LinearMethodLowering.sum_sq_force_le
-- 'LinearMethodLowering.sum_sq_force_le' depends on axioms: [propext, Classical.choice, Quot.sound]
```
